# With positive local and gradient terms in q₀, the finite-grid vdW-DF C₆ pair sum rises strictly with filling and saturates

## Does C₆ turn down once q₀ starts to rise?

I model filling by multiplying a fixed density profile by a factor $t$, so the gradient is multiplied by $t$ as well. With exchange only and a non-zero gradient, the gradient-corrected wave vector at grid point $i$ then becomes $q_i(t)=A_i t^{1/3}+B_i t^{-1/3}$, which first falls and then rises. In the asymptotic vdW-DF expression for $C_6$ the densities contribute a factor $t^2$, but the wave vectors sit in the denominator with total power six. Once the $q_i$ are rising, can they win, so that adding density lowers $C_6$? And what replaces the plain $t^2$ law at small and large $t$?

## No: the rising wave vectors can at most cancel the factor t²

The choice that matters is that filling acts on a frozen shape: the density $n_i$ and its gradient magnitude $g_i$ are both multiplied by $t>0$, while the grid stays fixed. For $q_0$ I take the exchange-only form

$$q_0=k_F(1+\mu s^2),\qquad k_F=(3\pi^2 n)^{1/3},\qquad s=\frac{g}{2k_F n}.$$

The constant $\mu$ stands for how strongly inhomogeneity enhances the local exchange energy, from which $q_0$ is built. Under filling, $k_F$ becomes $t^{1/3}k_F$, and

$$s\;\to\;\frac{t g}{2\,t^{1/3}k_F\,t n}=t^{-1/3}s .$$

The local part of $q_0$ therefore scales as $t^{1/3}$ and the gradient part as $t^{1/3}t^{-2/3}=t^{-1/3}$. This is the formula in the question, with

$$A_i=k_F(n_i),\qquad B_i=\frac{\mu g_i^2}{4k_F(n_i)\,n_i^2}.$$

Both are positive when $\mu>0$ and the gradient at the point is non-zero.

### Taking the powers of t out of the pair sum

Write the pair sum, without its constant prefactor, as

$$S(n,q)=\sum_{i,j}\frac{n_i n_j}{q_i^2q_j^2(q_i^2+q_j^2)} .$$

With $i$ in one body and $j$ in a distant identical copy, this is proportional to their $C_6$, which is why the terms $i=j$ belong in it. The filled sum is $C(t)=S(tn,q(t))$.

Multiplying all densities by $a$ gives a factor $a^2$. Multiplying all wave vectors by $c$ gives a factor $c^{-6}$. Since $q_i(t)=t^{1/3}(A_i+B_i t^{-2/3})$, the two powers of $t$ cancel:

$$C(t)=\frac{t^2}{(t^{1/3})^6}\,S(n,A+Bt^{-2/3})=S(n,A+Bt^{-2/3}).$$

This answers the main doubt. Although $q_i(t)$ is not monotone, $q_i(t)/t^{1/3}=A_i+B_it^{-2/3}$ always decreases. Each term of $S$ has a denominator that increases with the wave vectors, so $S$ grows when all of them shrink, and $C(t)$ increases strictly.

As $t\to\infty$, the arguments tend to $A_i>0$, where $S$ is continuous, so $C(t)\to S(n,A)$.

For small $t$, write $A_i+B_it^{-2/3}=t^{-2/3}(A_it^{2/3}+B_i)$. The sixth power of $t^{-2/3}$ is $t^{-4}$, so

$$C(t)=t^4\,S(n,At^{2/3}+B),\qquad \frac{C(t)}{t^4}\to S(n,B)>0\quad(t\to0^+).$$

The two forms also give bounds at every finite $t>0$. Since $A_i+B_it^{-2/3}>A_i$ and $A_it^{2/3}+B_i>B_i$,

$$C(t)<S(n,A),\qquad C(t)<t^4S(n,B).$$

### One grid point

With a single point the sum is explicit:

$$C(t)=\frac{n^2}{2(A+Bt^{-2/3})^6}=\frac{n^2t^4}{2(At^{2/3}+B)^6}.$$

It starts as $n^2t^4/(2B^6)$ and levels off at $n^2/(2A^6)$. Setting $B=0$ makes it constant, so on any grid strict growth needs at least one non-zero $B_i$. The $t^4$ law is more fragile: if $B_k=0$ at just one point $k$, the term $i=j=k$ stays at $n_k^2/(2A_k^6)$, and $C(t)/t^4$ diverges as $t\to0^+$.

### Both limiting constants depend on the grid

The limits hold for a fixed finite grid, and their constants need not converge when the grid is changed. With $A_i=k_F(n_i)$, the diagonal term $n_i^2/(2A_i^6)$ equals $1/(18\pi^4)$ at every point, however small $n_i$ is. The saturation value $S(n,A)$ therefore grows without bound as a grid of fixed spacing is extended into the vacuum around a molecule. The coefficient $S(n,B)$ has a similar problem at a smooth density maximum, where the gradient vanishes: even with quadrature weights included, it grows without bound as a uniform grid is refined there. Neither constant should be read as a property of the molecule alone.

### What the Lean statements say

The grid is a finite type `ι`, and `[Nonempty ι]` requires at least one point. The functions `n`, `A` and `B` from `ι` to the reals hold the densities and the two coefficients. The sum $S$ is `c6Sum`, $q_i(t)$ is `scaledQ0 (A i) (B i) t`, and $C(t)$ is `filledC6 n A B t`. The last is defined by inserting $tn_i$ and $q_i(t)$ into `c6Sum`, so the factor $t^2$ comes from the densities and is not put in by hand.

The theorem `filledC6_response` assumes through `hn`, `hA` and `hB` that every $n_i$, $A_i$ and $B_i$ is positive. It has four conclusions:

- `StrictMonoOn (filledC6 n A B) (Set.Ioi 0)` says that $C$ increases strictly on $t>0$.
- `0 < c6Sum n B` says that the low-filling coefficient is positive.
- The limit along `𝓝[>] 0`, that is, from above, says that $C(t)/t^4$ tends to that coefficient.
- The limit along `atTop` says that $C(t)$ tends to `c6Sum n A`.

The theorem `filledC6_lt_limits` adds the two strict bounds under the same hypotheses.

The link to $q_0$ is `gradQ0_filling`, which proves the scaling at one point with positive density. In the two main theorems `n`, `A` and `B` are independent positive inputs. A positive quadrature weight may therefore be absorbed into `n i`, with `A i` and `B i` still computed from the bare density.

The model leaves out the correlation contribution to $q_0$ and any upper cap on $q_0$, and it lets neither the shape of the density nor the grid respond to filling. It concerns only the asymptotic $C_6$ coefficient, not the vdW-DF energy at finite separation. For vdW-DF calculations, the message within this exchange-only, frozen-shape, finite-grid model is that rescaling a density does not simply rescale $C_6$ by $t^2$.

```lean
import Mathlib

open Filter Topology

namespace VdWDFFilling

noncomputable section

variable {ι : Type*} [Fintype ι]

/-- Fermi wave vector of a uniform electron gas of density `n ≥ 0`. -/
def fermiK (n : ℝ) : ℝ := (3 * Real.pi ^ 2 * n) ^ (1 / 3 : ℝ)

/-- Exchange-only gradient-corrected wave vector `k_F (1 + μ s²)`, with reduced gradient
`s = g / (2 k_F n)`, for density `n > 0` and gradient magnitude `g`. -/
def gradQ0 (μ n g : ℝ) : ℝ := fermiK n * (1 + μ * (g / (2 * fermiK n * n)) ^ 2)

/-- The wave vector `A t^(1/3) + B t^(-1/3)` at filling factor `t > 0`. -/
def scaledQ0 (A B t : ℝ) : ℝ := A * t ^ (1 / 3 : ℝ) + B * t ^ (-(1 / 3) : ℝ)

/-- The asymptotic vdW-DF pair sum over a grid with densities `n i` and
wave vectors `q i > 0`, without its constant prefactor. -/
def c6Sum (n q : ι → ℝ) : ℝ :=
  ∑ i, ∑ j, n i * n j / (q i ^ 2 * q j ^ 2 * (q i ^ 2 + q j ^ 2))

/-- The pair sum at filling factor `t > 0`: every density `n i` is multiplied by `t`, and the wave
vectors are `A i t^(1/3) + B i t^(-1/3)`. -/
def filledC6 (n A B : ι → ℝ) (t : ℝ) : ℝ :=
  c6Sum (fun i => t * n i) (fun i => scaledQ0 (A i) (B i) t)

/-- When a positive density and its gradient are both multiplied by `t > 0`, the local part of
the gradient-corrected wave vector scales as `t^(1/3)` and the gradient part as `t^(-1/3)`. -/
theorem gradQ0_filling (μ g : ℝ) {n t : ℝ} (hn : 0 < n) (ht : 0 < t) :
    gradQ0 μ (t * n) (t * g) =
      scaledQ0 (fermiK n) (μ * g ^ 2 / (4 * fermiK n * n ^ 2)) t := by
  have hk : 0 < fermiK n := by unfold fermiK; positivity
  have hc : 0 < t ^ (1 / 3 : ℝ) := Real.rpow_pos_of_pos ht _
  have hkt : fermiK (t * n) = t ^ (1 / 3 : ℝ) * fermiK n := by
    unfold fermiK
    rw [← Real.mul_rpow ht.le (by positivity)]
    congr 1
    ring
  unfold gradQ0 scaledQ0
  rw [hkt, Real.rpow_neg ht.le]
  generalize t ^ (1 / 3 : ℝ) = c at hc
  field_simp
  ring

/-- Multiplying all densities by `a` and all wave vectors by `c ≠ 0` multiplies the pair sum
by `a² / c⁶`. -/
theorem c6Sum_scale (n q : ι → ℝ) (a : ℝ) {c : ℝ} (hc : c ≠ 0) :
    c ^ 6 * c6Sum (fun i => a * n i) (fun i => c * q i) = a ^ 2 * c6Sum n q := by
  have key : ∀ x y : ℝ, c ^ 6 * (x / (c ^ 6 * y)) = x / y := fun x y => by
    rw [← mul_div_assoc, mul_div_mul_left _ _ (pow_ne_zero 6 hc)]
  simp only [c6Sum, Finset.mul_sum]
  refine Finset.sum_congr rfl fun i _ => Finset.sum_congr rfl fun j _ => ?_
  have hD : (c * q i) ^ 2 * (c * q j) ^ 2 * ((c * q i) ^ 2 + (c * q j) ^ 2) =
      c ^ 6 * (q i ^ 2 * q j ^ 2 * (q i ^ 2 + q j ^ 2)) := by ring
  rw [hD, key]
  ring

/-- For positive densities on a non-empty grid, raising every positive wave vector strictly
lowers the pair sum. -/
theorem c6Sum_lt [Nonempty ι] {n p q : ι → ℝ} (hn : ∀ i, 0 < n i)
    (hq : ∀ i, 0 < q i) (hqp : ∀ i, q i < p i) : c6Sum n p < c6Sum n q := by
  have hs : ∀ i, q i ^ 2 < p i ^ 2 := fun i =>
    pow_lt_pow_left₀ (hqp i) (hq i).le two_ne_zero
  unfold c6Sum
  refine Finset.sum_lt_sum_of_nonempty Finset.univ_nonempty fun i _ =>
    Finset.sum_lt_sum_of_nonempty Finset.univ_nonempty fun j _ => ?_
  have hi := hq i
  have hj := hq j
  exact div_lt_div_of_pos_left (mul_pos (hn i) (hn j)) (by positivity)
    (mul_lt_mul'' (mul_lt_mul'' (hs i) (hs j) (by positivity) (by positivity))
      (add_lt_add (hs i) (hs j)) (by positivity) (by positivity))

/-- The pair sum follows its wave vectors continuously as long as their limits are positive. -/
theorem c6Sum_tendsto (n : ι → ℝ) {q : ι → ℝ} {f : ℝ → ι → ℝ} {l : Filter ℝ}
    (hq : ∀ i, 0 < q i) (hf : ∀ i, Tendsto (fun t => f t i) l (𝓝 (q i))) :
    Tendsto (fun t => c6Sum n (f t)) l (𝓝 (c6Sum n q)) := by
  unfold c6Sum
  refine tendsto_finsetSum _ fun i _ => tendsto_finsetSum _ fun j _ => ?_
  have hi := hq i
  have hj := hq j
  exact Tendsto.div tendsto_const_nhds
    ((((hf i).pow 2).mul ((hf j).pow 2)).mul (((hf i).pow 2).add ((hf j).pow 2)))
    (by positivity)

/-- At filling `t > 0` the pair sum equals that of the original densities with wave vectors
`A + B t^(-2/3)`. -/
theorem filledC6_eq_high (n A B : ι → ℝ) {t : ℝ} (ht : 0 < t) :
    filledC6 n A B t = c6Sum n (fun i => A i + B i * t ^ (-(2 / 3) : ℝ)) := by
  have hc : t ^ (1 / 3 : ℝ) ≠ 0 := (Real.rpow_pos_of_pos ht _).ne'
  have h3 : (t ^ (1 / 3 : ℝ)) ^ 3 = t := by
    rw [← Real.rpow_natCast, ← Real.rpow_mul ht.le]
    norm_num
  have hm : t ^ (1 / 3 : ℝ) * t ^ (-(2 / 3) : ℝ) = t ^ (-(1 / 3) : ℝ) := by
    rw [← Real.rpow_add ht]
    norm_num
  -- take the common factor t^(1/3) out of every wave vector
  have hq : (fun i => scaledQ0 (A i) (B i) t) =
      fun i => t ^ (1 / 3 : ℝ) * (A i + B i * t ^ (-(2 / 3) : ℝ)) := by
    funext i
    unfold scaledQ0
    linear_combination -(B i) * hm
  have h := c6Sum_scale n (fun i => A i + B i * t ^ (-(2 / 3) : ℝ)) t hc
  have h6 : (t ^ (1 / 3 : ℝ)) ^ 6 = t ^ 2 := by
    rw [show (6 : ℕ) = 3 * 2 from rfl, pow_mul, h3]
  rw [h6] at h
  unfold filledC6
  rw [hq]
  exact mul_left_cancel₀ (pow_ne_zero 2 ht.ne') h

/-- At filling `t > 0` the pair sum equals `t⁴` times that of the original densities with wave
vectors `A t^(2/3) + B`. -/
theorem filledC6_eq_low (n A B : ι → ℝ) {t : ℝ} (ht : 0 < t) :
    filledC6 n A B t = t ^ 4 * c6Sum n (fun i => A i * t ^ (2 / 3 : ℝ) + B i) := by
  have hm : t ^ (2 / 3 : ℝ) * t ^ (-(2 / 3) : ℝ) = 1 := by
    rw [← Real.rpow_add ht]
    norm_num
  have h3 : (t ^ (2 / 3 : ℝ)) ^ 3 = t ^ 2 := by
    rw [← Real.rpow_natCast, ← Real.rpow_mul ht.le, ← Real.rpow_natCast]
    norm_num
  -- pass from the high-filling form by the factor t^(2/3)
  have hq : (fun i => A i * t ^ (2 / 3 : ℝ) + B i) =
      fun i => t ^ (2 / 3 : ℝ) * (A i + B i * t ^ (-(2 / 3) : ℝ)) := by
    funext i
    linear_combination -(B i) * hm
  have h := c6Sum_scale n (fun i => A i + B i * t ^ (-(2 / 3) : ℝ)) 1
    (Real.rpow_pos_of_pos ht (2 / 3)).ne'
  have h6 : (t ^ (2 / 3 : ℝ)) ^ 6 = t ^ 4 := by
    rw [show (6 : ℕ) = 3 * 2 from rfl, pow_mul, h3]
    ring
  simp only [one_mul, one_pow] at h
  rw [filledC6_eq_high n A B ht, hq, ← h6, h]

/-- For positive `n`, `A`, `B` on a non-empty grid, the pair sum increases strictly with filling,
is asymptotic to a positive constant times `t⁴` at low filling, and saturates at high filling. -/
theorem filledC6_response [Nonempty ι] {n A B : ι → ℝ} (hn : ∀ i, 0 < n i)
    (hA : ∀ i, 0 < A i) (hB : ∀ i, 0 < B i) :
    StrictMonoOn (filledC6 n A B) (Set.Ioi 0) ∧
    0 < c6Sum n B ∧
    Tendsto (fun t => filledC6 n A B t / t ^ 4) (𝓝[>] 0) (𝓝 (c6Sum n B)) ∧
    Tendsto (filledC6 n A B) atTop (𝓝 (c6Sum n A)) := by
  refine ⟨?_, ?_, ?_, ?_⟩
  · intro s hs t ht hst
    have hs' : 0 < s := hs
    have ht' : 0 < t := ht
    rw [filledC6_eq_high n A B hs', filledC6_eq_high n A B ht']
    refine c6Sum_lt hn (fun i => ?_) (fun i => ?_)
    · exact add_pos (hA i) (mul_pos (hB i) (Real.rpow_pos_of_pos ht' _))
    · have h := Real.rpow_lt_rpow_of_neg hs' hst (show (-(2 / 3) : ℝ) < 0 by norm_num)
      linarith [mul_lt_mul_of_pos_left h (hB i)]
  · unfold c6Sum
    refine Finset.sum_pos (fun i _ => Finset.sum_pos (fun j _ => ?_)
      Finset.univ_nonempty) Finset.univ_nonempty
    have h1 := hn i
    have h2 := hn j
    have h3 := hB i
    have h4 := hB j
    positivity
  · have h0 : Tendsto (fun t : ℝ => t ^ (2 / 3 : ℝ)) (𝓝[>] 0) (𝓝 0) := by
      have h := (Real.continuous_rpow_const (show (0 : ℝ) ≤ 2 / 3 by norm_num)).tendsto 0
      rw [Real.zero_rpow (by norm_num)] at h
      exact h.mono_left nhdsWithin_le_nhds
    have hlim := c6Sum_tendsto n (f := fun t i => A i * t ^ (2 / 3 : ℝ) + B i) hB
      (fun i => by
        simpa only [mul_zero, zero_add] using (h0.const_mul (A i)).add_const (B i))
    refine hlim.congr' ?_
    filter_upwards [self_mem_nhdsWithin] with t ht
    have ht' : 0 < t := ht
    rw [filledC6_eq_low n A B ht', mul_div_cancel_left₀ _ (pow_ne_zero 4 ht'.ne')]
  · have h0 := tendsto_rpow_neg_atTop (show (0 : ℝ) < 2 / 3 by norm_num)
    have hlim := c6Sum_tendsto n (f := fun t i => A i + B i * t ^ (-(2 / 3) : ℝ)) hA
      (fun i => by
        simpa only [mul_zero, add_zero] using (h0.const_mul (B i)).const_add (A i))
    refine hlim.congr' ?_
    filter_upwards [eventually_gt_atTop 0] with t ht
    exact (filledC6_eq_high n A B ht).symm

/-- For positive `n`, `A`, `B` on a non-empty grid, the pair sum at any filling `t > 0` lies
strictly below both its saturation value and its low-filling `t⁴` law. -/
theorem filledC6_lt_limits [Nonempty ι] {n A B : ι → ℝ} (hn : ∀ i, 0 < n i)
    (hA : ∀ i, 0 < A i) (hB : ∀ i, 0 < B i) {t : ℝ} (ht : 0 < t) :
    filledC6 n A B t < c6Sum n A ∧ filledC6 n A B t < t ^ 4 * c6Sum n B := by
  constructor
  · rw [filledC6_eq_high n A B ht]
    exact c6Sum_lt hn hA fun i =>
      lt_add_of_pos_right _ (mul_pos (hB i) (Real.rpow_pos_of_pos ht _))
  · rw [filledC6_eq_low n A B ht]
    exact mul_lt_mul_of_pos_left (c6Sum_lt hn hB fun i =>
      lt_add_of_pos_left _ (mul_pos (hA i) (Real.rpow_pos_of_pos ht _))) (pow_pos ht 4)

end

end VdWDFFilling
```

```lean
#print axioms VdWDFFilling.gradQ0_filling
-- 'VdWDFFilling.gradQ0_filling' depends on axioms: [propext, Classical.choice, Quot.sound]
#print axioms VdWDFFilling.filledC6_response
-- 'VdWDFFilling.filledC6_response' depends on axioms: [propext, Classical.choice, Quot.sound]
#print axioms VdWDFFilling.filledC6_lt_limits
-- 'VdWDFFilling.filledC6_lt_limits' depends on axioms: [propext, Classical.choice, Quot.sound]
```

### How the lemmas carry the argument

`gradQ0_filling` first proves $k_F(tn)=t^{1/3}k_F(n)$ as `hkt`. It then replaces $t^{1/3}$ by a positive variable `c`, after which the claim is a rational identity that `field_simp` and `ring` settle.

`c6Sum_scale` is the homogeneity rule, written as $c^6S(an,cq)=a^2S(n,q)$ for $c\neq0$. It is proved term by term: `hD` extracts $c^6$ from the denominator, and `key` cancels it.

`c6Sum_lt` is the monotonicity of $S$. From $0<q_i<p_i$ it gets $q_i^2<p_i^2$, multiplies and adds these inequalities to compare the denominators, and concludes with `div_lt_div_of_pos_left` that each term is smaller for $p$. Summing over a non-empty grid keeps the inequality strict. `c6Sum_tendsto` supplies continuity: limits pass through squares, products, sums and the quotient, because the limiting denominator is positive.

`filledC6_eq_high` carries out the first factorisation. The step `hq` takes $t^{1/3}$ out of every wave vector, `h6` records $(t^{1/3})^6=t^2$, and `mul_left_cancel₀` cancels $t^2$ from both sides. `filledC6_eq_low` starts from this result and applies the homogeneity rule once more, with $a=1$ and $c=t^{2/3}$, whose sixth power is $t^4$.

In `filledC6_response`, strict growth follows from the first form: for $0<s<t$, `Real.rpow_lt_rpow_of_neg` gives $t^{-2/3}<s^{-2/3}$, and `c6Sum_lt` turns the smaller wave vectors into a larger sum. Positivity of the coefficient holds term by term. For each limit, `c6Sum_tendsto` treats the factorised expression, and `congr'` carries the result over to `filledC6`, since the two agree for all $t>0$. Finally, `filledC6_lt_limits` applies `c6Sum_lt` to each factorised form, comparing it with the sum in which the extra positive term has been removed.
